# The midpoint of the extremal energies is the constant shift that minimises the operator norm of a Hermitian matrix

Shift a Hamiltonian so that its lowest energy sits at zero, and its operator norm becomes the full width of the spectrum, twice what a better constant would leave. A block encoding stores a matrix, divided by a scale $\alpha$, in a corner of a unitary, and $\alpha$ can't be smaller than the norm of that matrix. In simulation by qubitization the number of uses of the unitary grows with $\alpha$ times the evolution time, so a badly chosen constant can cost additional queries, although it changes the evolution only by a global phase.

Let $H$ be a Hermitian matrix of positive finite dimension, with smallest energy $m$ and largest energy $M$. For every real $c$,

$$\|H-c\|\ \ge\ \frac{M-m}{2},\qquad\text{with equality exactly when } c=\frac{M+m}{2}.$$

Moreover, $(M-m)/2$ is the least scale at which some shifted matrix $H-c$ can be block encoded on twice the dimension.

## From eigenvalues to the best shift

**The spectrum.** Write $H=V\,\mathrm{diag}(f_i)\,V^\dagger$ with $V$ unitary and $f_i$ real. If $Hv=Ev$ with $v\neq0$, then $w=V^\dagger v$ is nonzero and satisfies $(E-f_j)w_j=0$ for every $j$. Some $w_j$ is nonzero, so $E=f_j$. Conversely, column $j$ of $V$ is an eigenvector with energy $f_j$. The energies are therefore the finitely many numbers $f_i$, and $m$ and $M$ exist.

**A lower bound on the norm.** For a normalised eigenvector $v$ with energy $E$, $\|(H-c)v\|=|E-c|$, hence $|E-c|\le\|H-c\|$. Taking $E=M$ and $E=m$ gives $\|H-c\|\ge\max(M-c,\,c-m)$.

**A lower bound on the scale.** Suppose $A=\alpha B$, where $\alpha\ge0$ and $B$ is the upper-left block of a unitary $U$. For a unit vector $x$, $Bx$ is the upper part of $U(x,0)$, which has length one. Thus $\|B\|\le1$ and $\|A\|\le\alpha$.

**An encoding that exists.** Let $\alpha\ge0$ and $|f_i-c|\le\alpha$ for all $i$. If $\alpha>0$, put $s_i=(f_i-c)/\alpha$; if $\alpha=0$, every $f_i$ equals $c$ and $s_i=0$ will do. In both cases $\alpha s_i=f_i-c$ and $s_i^2\le1$, so $t_i=\sqrt{1-s_i^2}$ is real. Define $S=V\,\mathrm{diag}(s_i)\,V^\dagger$ and $T=V\,\mathrm{diag}(t_i)\,V^\dagger$. They are Hermitian, they commute, and $S^2+T^2=1$. Therefore

$$U=\begin{pmatrix}S&T\\T&-S\end{pmatrix},\qquad UU^\dagger=\begin{pmatrix}S^2+T^2&ST-TS\\TS-ST&T^2+S^2\end{pmatrix}=1,$$

and $\alpha S=V\,\mathrm{diag}(f_i-c)\,V^\dagger=H-c$.

**The optimum.** Choose $\alpha=\max(M-c,\,c-m)$. It is nonnegative, because the two entries add up to $M-m\ge0$, and every energy lies within $\alpha$ of $c$. The encoding just built gives $\|H-c\|\le\alpha$, so with the first lower bound

$$\|H-c\|=\max(M-c,\,c-m).$$

A maximum of two numbers is at least their average, here $(M-m)/2$, and equals it only when the numbers agree: $M-c=c-m$, or $c=(M+m)/2$. At this $c$ an encoding of scale $(M-m)/2$ exists. Any encoding of any $H-c$ has $\alpha\ge\|H-c\|\ge(M-m)/2$, so no smaller scale is possible.

## Energies, shifts and encodings in Lean

The basis states are labelled by a finite type `n`, and `k` labels the additional states that a block encoding brings in. Opening `Matrix.Norms.L2Operator` makes `‖·‖` the operator norm induced by the Euclidean length of vectors.

```lean
import Mathlib

open Matrix
open scoped Matrix.Norms.L2Operator

namespace BlockEncodingShift

variable {n k : Type*} [Fintype n] [DecidableEq n] [Fintype k] [DecidableEq k]
```

An energy is a real number with a nonzero eigenvector, which need not be normalised.

```lean
/-- The energies of `H`: real numbers `E` with `H v = E v` for some nonzero state `v`. -/
def energies (H : Matrix n n ℂ) : Set ℝ :=
  {E | ∃ v : n → ℂ, v ≠ 0 ∧ H *ᵥ v = (E : ℂ) • v}
```

The shift subtracts $c$ times the identity.

```lean
/-- The Hamiltonian `H - c` with its energy origin moved by the constant `c`. -/
def shifted (H : Matrix n n ℂ) (c : ℝ) : Matrix n n ℂ := H - (c : ℂ) • 1
```

The enlarged space is the direct sum `n ⊕ k`. For `k = n` this amounts to one ancilla qubit, with the encoded block belonging to its first basis state. The encoding is exact, and $\alpha=0$ is allowed, which matters when $M=m$: the best shift then leaves the zero matrix.

```lean
/-- `U` is a unitary whose upper-left block, multiplied by the scale `α ≥ 0`, is `A`. -/
def IsBlockEncoding (U : Matrix (n ⊕ k) (n ⊕ k) ℂ) (α : ℝ) (A : Matrix n n ℂ) : Prop :=
  0 ≤ α ∧ U ∈ unitaryGroup (n ⊕ k) ℂ ∧ A = (α : ℂ) • U.toBlocks₁₁
```

## Diagonalisation and the extremal energies

Mathlib's spectral theorem supplies $V$ and $f$. The two inclusions between `energies H` and `Set.range f` follow the argument by hand. In the first, assuming that $E$ is none of the $f_j$ forces every component of $V^\dagger v$ to vanish, and so $v=0$.

```lean
/-- A Hermitian matrix is diagonalised by a unitary `V`, and the diagonal entries are
exactly its energies. -/
theorem exists_diagonalisation {H : Matrix n n ℂ} (hH : H.IsHermitian) :
    ∃ (V : Matrix n n ℂ) (f : n → ℝ), Vᴴ * V = 1 ∧ V * Vᴴ = 1 ∧
      H = V * diagonal (fun i => (f i : ℂ)) * Vᴴ ∧ energies H = Set.range f := by
  obtain ⟨V, f, h1, h3⟩ : ∃ (V : Matrix n n ℂ) (f : n → ℝ), Vᴴ * V = 1 ∧
      H = V * diagonal (fun i => (f i : ℂ)) * Vᴴ := by
    refine ⟨hH.eigenvectorUnitary, hH.eigenvalues,
      mem_unitaryGroup_iff'.1 hH.eigenvectorUnitary.2, ?_⟩
    have h := hH.spectral_theorem
    rw [Unitary.conjStarAlgAut_apply] at h
    exact h
  have h2 : V * Vᴴ = 1 := mul_eq_one_comm.1 h1
  refine ⟨V, f, h1, h2, h3, Set.Subset.antisymm ?_ ?_⟩
  · -- in the eigenbasis an eigenvector has a nonzero component, which fixes its energy
    rintro E ⟨v, hv, hE⟩
    by_contra hn
    apply hv
    have e : Vᴴ * H = diagonal (fun i => (f i : ℂ)) * Vᴴ := by
      rw [h3, ← Matrix.mul_assoc, ← Matrix.mul_assoc, h1, Matrix.one_mul]
    have hw : Vᴴ *ᵥ v = 0 := by
      funext j
      have e2 := congrArg (fun A => A *ᵥ v) e
      simp only [← mulVec_mulVec, hE, mulVec_smul] at e2
      have e3 := congrFun e2 j
      rw [mulVec_diagonal, Pi.smul_apply, smul_eq_mul] at e3
      have e4 : ((E : ℂ) - f j) * (Vᴴ *ᵥ v) j = 0 := by linear_combination e3
      rcases mul_eq_zero.1 e4 with h | h
      · exact absurd ⟨j, (Complex.ofReal_injective (sub_eq_zero.1 h)).symm⟩ hn
      · exact h
    calc v = V *ᵥ (Vᴴ *ᵥ v) := by rw [mulVec_mulVec, h2, one_mulVec]
      _ = 0 := by rw [hw, mulVec_zero]
  · -- each column of `V` is an eigenvector
    rintro _ ⟨j, rfl⟩
    have e : H * V = V * diagonal (fun i => (f i : ℂ)) := by
      rw [h3, Matrix.mul_assoc, h1, Matrix.mul_one]
    refine ⟨fun i => V i j, fun hv => ?_, ?_⟩
    · have hi : ∀ i, V i j = 0 := congrFun hv
      have h0 := congrFun (congrFun h1 j) j
      simp [Matrix.mul_apply, hi] at h0
    · funext i
      have h := congrFun (congrFun e i) j
      rw [mul_diagonal] at h
      exact h.trans (mul_comm _ _)
```

Positive dimension enters as `[Nonempty n]`, and a function on a finite nonempty set attains its minimum and maximum. The later theorems take $m$ and $M$ through `IsLeast` and `IsGreatest`; this lemma shows that such numbers are always available.

```lean
/-- In positive dimension a Hermitian matrix has a smallest and a largest energy. -/
theorem exists_extremal_energies [Nonempty n] {H : Matrix n n ℂ} (hH : H.IsHermitian) :
    ∃ m M, IsLeast (energies H) m ∧ IsGreatest (energies H) M := by
  obtain ⟨V, f, -, -, -, hf⟩ := exists_diagonalisation hH
  obtain ⟨a, ha⟩ := Finite.exists_min f
  obtain ⟨b, hb⟩ := Finite.exists_max f
  rw [hf]
  exact ⟨f a, f b, ⟨⟨a, rfl⟩, by rintro _ ⟨i, rfl⟩; exact ha i⟩,
    ⟨⟨b, rfl⟩, by rintro _ ⟨i, rfl⟩; exact hb i⟩⟩
```

## Two lower bounds

In Lean a plain function `n → ℂ` carries the largest-component norm, not the Euclidean one. The proof therefore places the eigenvector in every column of a square matrix $W$. Then $(H-c)W=(E-c)W$, and submultiplicativity gives $|E-c|\,\|W\|\le\|H-c\|\,\|W\|$, from which the positive factor $\|W\|$ is cancelled.

```lean
/-- The distance of any energy from `c` is at most the operator norm of `H - c`. -/
theorem abs_sub_le_norm {H : Matrix n n ℂ} {E : ℝ} (hE : E ∈ energies H) (c : ℝ) :
    |E - c| ≤ ‖shifted H c‖ := by
  obtain ⟨v, hv, h⟩ := hE
  obtain ⟨i, hi⟩ := Function.ne_iff.1 hv
  -- a square matrix all of whose columns are the eigenvector
  let W : Matrix n n ℂ := Matrix.of fun i _ => v i
  have hW : W ≠ 0 := fun h0 => hi (congrFun (congrFun h0 i) i)
  have hHW : H * W = (E : ℂ) • W := by
    ext a b
    exact congrFun h a
  have e : shifted H c * W = ((E - c : ℝ) : ℂ) • W := by
    rw [shifted, Matrix.sub_mul, hHW, Matrix.smul_mul, Matrix.one_mul, ← sub_smul,
      Complex.ofReal_sub]
  have h1 := norm_mul_le (shifted H c) W
  rw [e, norm_smul, Complex.norm_real, Real.norm_eq_abs] at h1
  exact le_of_mul_le_mul_right h1 (norm_pos_iff.2 hW)
```

For the scale, let $C$ be the first block of columns of a unitary. Since $C^\dagger C=1$, the identity $\|C^\dagger C\|=\|C\|^2$ bounds its norm by one.

```lean
/-- The first block of columns of a unitary has operator norm at most one. -/
theorem norm_columns_le_one {U : Matrix (n ⊕ k) (n ⊕ k) ℂ} (hU : Uᴴ * U = 1) :
    ‖U.submatrix id (Sum.inl : n → n ⊕ k)‖ ≤ 1 := by
  have e : (U.submatrix id (Sum.inl : n → n ⊕ k))ᴴ * U.submatrix id Sum.inl = 1 := by
    change (Uᴴ * U).submatrix Sum.inl Sum.inl = 1
    rw [hU]
    ext i j
    simp [Matrix.one_apply]
  have h1 := l2_opNorm_conjTranspose_mul_self (1 : Matrix n n ℂ)
  rw [conjTranspose_one, Matrix.one_mul] at h1
  have h2 := l2_opNorm_conjTranspose_mul_self (U.submatrix id (Sum.inl : n → n ⊕ k))
  rw [e] at h2
  have h3 : ‖(1 : Matrix n n ℂ)‖ ≤ 1 := by nlinarith
  nlinarith
```

The upper-left block is $P^\dagger(UP)$, where $P$ embeds the original space in the larger one. Here $UP$ is a column block of $U$, and $P^\dagger$ has the same norm as $P$, which is a column block of the identity, so the product has norm at most one. The type `k` is arbitrary here: a larger ancillary space doesn't lower the bound.

```lean
/-- The scale of a block encoding is at least the operator norm of the encoded matrix,
whatever the size of the ancillary space. -/
theorem norm_le_scale {U : Matrix (n ⊕ k) (n ⊕ k) ℂ} {α : ℝ} {A : Matrix n n ℂ}
    (h : IsBlockEncoding U α A) : ‖A‖ ≤ α := by
  obtain ⟨h0, hU, rfl⟩ := h
  have hV := norm_columns_le_one (n := n) (k := k) (U := 1) (by simp)
  have hW := norm_columns_le_one (n := n) (k := k) (mem_unitaryGroup_iff'.1 hU)
  have e : U.toBlocks₁₁ = ((1 : Matrix (n ⊕ k) (n ⊕ k) ℂ).submatrix id Sum.inl)ᴴ *
      U.submatrix id Sum.inl := by
    change _ = ((1 : Matrix (n ⊕ k) (n ⊕ k) ℂ)ᴴ * U).submatrix Sum.inl Sum.inl
    rw [conjTranspose_one, Matrix.one_mul]
    rfl
  have hB : ‖U.toBlocks₁₁‖ ≤ 1 := by
    rw [e]
    refine (l2_opNorm_mul _ _).trans ?_
    rw [l2_opNorm_conjTranspose]
    exact mul_le_one₀ hV (norm_nonneg _) hW
  rw [norm_smul, Complex.norm_real, Real.norm_of_nonneg h0]
  exact mul_le_of_le_one_right h0 hB
```

## Building the unitary

The function `D` sends a list of real numbers $g$ to $V\,\mathrm{diag}(g_i)\,V^\dagger$, so `D s` is $S$ and `D t` is $T$. The facts `hmul` and `hstar` say that `D g * D l` is `D` of the entrywise product of the lists `g` and `l`, and that every `D g` is Hermitian; `hsum` and `hcomm` are $S^2+T^2=1$ and $ST=TS$. The last two goals are the unitarity of $U$ and the recovery of $H-c$ from its corner.

```lean
/-- If all energies lie within `α` of `c`, then `H - c` has a block encoding of scale `α`
on twice the dimension. -/
theorem exists_blockEncoding {H : Matrix n n ℂ} (hH : H.IsHermitian) {c α : ℝ}
    (h0 : 0 ≤ α) (hα : ∀ E ∈ energies H, |E - c| ≤ α) :
    ∃ U : Matrix (n ⊕ n) (n ⊕ n) ℂ, IsBlockEncoding U α (shifted H c) := by
  obtain ⟨V, f, h1, h2, h3, hf⟩ := exists_diagonalisation hH
  have hb : ∀ i, |f i - c| ≤ α := fun i => hα _ (hf ▸ ⟨i, rfl⟩)
  -- rescaled energies `s` and their complements `t`, with `s² + t² = 1`
  obtain ⟨s, hs, hs1⟩ : ∃ s : n → ℝ, (∀ i, α * s i = f i - c) ∧ ∀ i, s i * s i ≤ 1 := by
    rcases h0.eq_or_lt with h | h
    · refine ⟨fun _ => 0, fun i => ?_, fun i => by norm_num⟩
      have := abs_le.1 (hb i)
      rw [← h] at this ⊢
      linarith [this.1, this.2]
    · refine ⟨fun i => (f i - c) / α, fun i => by field_simp, fun i => ?_⟩
      have := abs_le.1 (hb i)
      rw [div_mul_div_comm, div_le_one (mul_pos h h)]
      nlinarith [mul_nonneg (sub_nonneg.2 this.2) (neg_le_iff_add_nonneg.1 this.1)]
  obtain ⟨t, ht⟩ : ∃ t : n → ℝ, ∀ i, t i * t i = 1 - s i * s i :=
    ⟨fun i => √(1 - s i * s i), fun i => Real.mul_self_sqrt (by linarith [hs1 i])⟩
  obtain ⟨D, hD⟩ : ∃ D : (n → ℝ) → Matrix n n ℂ,
      ∀ g, D g = V * diagonal (fun i => (g i : ℂ)) * Vᴴ := ⟨_, fun _ => rfl⟩
  have hmul : ∀ g l, D g * D l = D (fun i => g i * l i) := by
    intro g l
    calc D g * D l = V * (diagonal (fun i => (g i : ℂ)) * ((Vᴴ * V) *
          (diagonal (fun i => (l i : ℂ)) * Vᴴ))) := by simp only [hD, Matrix.mul_assoc]
      _ = D (fun i => g i * l i) := by
        rw [h1, Matrix.one_mul, ← Matrix.mul_assoc (diagonal _), diagonal_mul_diagonal, hD,
          Matrix.mul_assoc]
        simp only [Complex.ofReal_mul]
  have hstar : ∀ g, (D g)ᴴ = D g := by
    intro g
    have e : (diagonal (fun i => (g i : ℂ)))ᴴ = diagonal (fun i => (g i : ℂ)) := by
      rw [diagonal_conjTranspose]
      congr 1
      funext i
      exact Complex.conj_ofReal _
    rw [hD, conjTranspose_mul, conjTranspose_mul, conjTranspose_conjTranspose, e,
      Matrix.mul_assoc]
  have hsum : D s * D s + D t * D t = 1 := by
    have e : (fun i => ((s i * s i : ℝ) : ℂ) + ((t i * t i : ℝ) : ℂ)) = fun _ => 1 := by
      funext i
      rw [ht, ← Complex.ofReal_add]
      simp
    rw [hmul, hmul, hD, hD, ← Matrix.add_mul, ← Matrix.mul_add, diagonal_add, e,
      diagonal_one, Matrix.mul_one, h2]
  have hcomm : D s * D t = D t * D s := by
    rw [hmul, hmul]
    congr 1
    funext i
    ring
  refine ⟨fromBlocks (D s) (D t) (D t) (-D s), h0, ?_, ?_⟩
  · rw [mem_unitaryGroup_iff, star_eq_conjTranspose, fromBlocks_conjTranspose,
      fromBlocks_multiply]
    simp only [conjTranspose_neg, hstar, Matrix.mul_neg, Matrix.neg_mul, neg_neg]
    rw [hsum, hcomm, add_neg_cancel, add_comm (D t * D t), hsum, fromBlocks_one]
  · have hd : (α : ℂ) • diagonal (fun i => (s i : ℂ)) =
        diagonal (fun i => (f i : ℂ)) - (c : ℂ) • (1 : Matrix n n ℂ) := by
      ext i j
      by_cases h : i = j
      · subst h
        have : (α : ℂ) * (s i : ℂ) = f i - c := by exact_mod_cast hs i
        simpa using this
      · simp [h]
    rw [toBlocks_fromBlocks₁₁, hD, ← Matrix.smul_mul, ← Matrix.mul_smul, hd,
      Matrix.mul_sub, Matrix.sub_mul, ← h3, Matrix.mul_smul, Matrix.mul_one,
      Matrix.smul_mul, h2, shifted]
```

This establishes that a unitary exists, not that a short circuit implements it. The construction uses the full diagonalisation of $H$, which is usually not available when a simulation is wanted.

## The norm formula and the optimal constant

The upper bound applies `norm_le_scale` to the encoding with $\alpha=\max(M-c,\,c-m)$; the lower bound uses the eigenvectors of $M$ and $m$.

```lean
/-- The norm of `H - c` is the larger of the distances from `c` up to the largest energy
and down to the smallest. -/
theorem norm_shifted {H : Matrix n n ℂ} (hH : H.IsHermitian) {m M : ℝ}
    (hm : IsLeast (energies H) m) (hM : IsGreatest (energies H) M) (c : ℝ) :
    ‖shifted H c‖ = max (M - c) (c - m) := by
  have hl := le_max_left (M - c) (c - m)
  have hr := le_max_right (M - c) (c - m)
  apply le_antisymm
  · obtain ⟨U, hU⟩ := exists_blockEncoding hH (c := c) (α := max (M - c) (c - m))
      (by linarith [hm.2 hM.1])
      (fun E hE => abs_le.2 ⟨by linarith [hm.2 hE], by linarith [hM.2 hE]⟩)
    exact norm_le_scale hU
  · exact max_le ((le_abs_self _).trans (abs_sub_le_norm hM.1 c))
      (by linarith [neg_le_abs (m - c), abs_sub_le_norm hm.1 c])
```

With the norm replaced by this maximum, the inequality and one direction of the equivalence are linear arithmetic. For the other direction, substituting the midpoint makes both entries equal to $(M-m)/2$.

```lean
/-- Every constant shift leaves a norm of at least half the spectral width, with equality
exactly when the shift is the midpoint of the extremal energies. -/
theorem optimal_shift {H : Matrix n n ℂ} (hH : H.IsHermitian) {m M : ℝ}
    (hm : IsLeast (energies H) m) (hM : IsGreatest (energies H) M) (c : ℝ) :
    (M - m) / 2 ≤ ‖shifted H c‖ ∧
      (‖shifted H c‖ = (M - m) / 2 ↔ c = (M + m) / 2) := by
  rw [norm_shifted hH hm hM]
  have hl := le_max_left (M - c) (c - m)
  have hr := le_max_right (M - c) (c - m)
  refine ⟨by linarith, fun h => by linarith, fun h => ?_⟩
  rw [show M - c = (M - m) / 2 by rw [h]; ring, show c - m = (M - m) / 2 by rw [h]; ring,
    max_self]
```

The final theorem concerns the set of all scales $\alpha$ for which some real $c$ and some unitary on `n ⊕ n` encode $H-c$. `IsLeast` says that $(M-m)/2$ belongs to this set and that nothing in the set is smaller.

```lean
/-- Half the spectral width is the least scale at which some constant shift of `H` can be
block encoded on twice the dimension. -/
theorem least_blockEncoding_scale {H : Matrix n n ℂ} (hH : H.IsHermitian) {m M : ℝ}
    (hm : IsLeast (energies H) m) (hM : IsGreatest (energies H) M) :
    IsLeast {α : ℝ | ∃ (c : ℝ) (U : Matrix (n ⊕ n) (n ⊕ n) ℂ),
      IsBlockEncoding U α (shifted H c)} ((M - m) / 2) := by
  constructor
  · exact ⟨(M + m) / 2, exists_blockEncoding hH (by linarith [hm.2 hM.1])
      (fun E hE => abs_le.2 ⟨by linarith [hm.2 hE], by linarith [hM.2 hE]⟩)⟩
  · rintro α ⟨c, U, hU⟩
    exact (optimal_shift hH hm hM c).1.trans (norm_le_scale hU)

end BlockEncodingShift
```

```lean
#print axioms BlockEncodingShift.exists_extremal_energies
#print axioms BlockEncodingShift.optimal_shift
#print axioms BlockEncodingShift.least_blockEncoding_scale
```

```
'BlockEncodingShift.exists_extremal_energies' depends on axioms: [propext, Classical.choice, Quot.sound]
'BlockEncodingShift.optimal_shift' depends on axioms: [propext, Classical.choice, Quot.sound]
'BlockEncodingShift.least_blockEncoding_scale' depends on axioms: [propext, Classical.choice, Quot.sound]
```

## If the cost were a sum of Pauli coefficients

For an exactly encoded finite-dimensional Hamiltonian, the theorem gives the smallest scale that a constant shift can achieve; the shift that allows it is the midpoint of the extremal energies. If that midpoint is only estimated, with an error $\delta$, the norm formula shows that the smallest possible scale rises by $|\delta|$.

The cost could also have been modelled by a particular construction. For a Hamiltonian on qubits, written as a real linear combination of Pauli strings, a standard encoding has as its scale the sum of the absolute values of the coefficients. A constant shift changes only the coefficient of the identity, so the best choice removes it: $c$ is then the trace of $H$ divided by the dimension, which is the mean of all eigenvalues counted with multiplicity. This generally differs from the midpoint of the extremal ones, and the resulting minimum depends on the Pauli coefficients and not on the spectral width alone.
